# Weinstein and Temple lower bounds for a particle in a unit box, from the trial function x(1−x)

Take one particle between hard walls at $x=0$ and $x=1$, in atomic units, with Hamiltonian $H=-\tfrac12\,d^2/dx^2$. The standing waves $\sin(n\pi x)$, $n\ge 1$, have energies $\varepsilon_n=n^2\pi^2/2$. For a smooth real trial function $u$ of nonzero norm that vanishes at both walls, the energy and variance are

$$e=\frac{\int_0^1 u\,Hu\,dx}{\int_0^1 u^2\,dx},\qquad v=\frac{\int_0^1 (Hu)^2\,dx}{\int_0^1 u^2\,dx}-e^2 .$$

The mean of $H^2$ is thus the squared norm of $Hu$, divided by that of $u$. General levels are numbered from zero, $E_0\le E_1\le\dots$, so for the box $E_0=\varepsilon_1$ and $E_1=\varepsilon_2$. Weinstein's expression is $e-\sqrt v$, and Temple's is $e-v/(E_1-e)$.

For $u=x(1-x)$ both $e$ and $v$ equal 5, and

$$5-\sqrt5<5-\frac{5}{2\pi^2-5}<\frac{\pi^2}{2}<5 .$$

Numerically, the four values are about 2.764, 4.661, 4.935 and 5.

## From three integrals to an interval for the ground level

Since $u'=1-2x$ and $u''=-2$, we have $Hu=1$. Hence

$$\int_0^1 u^2\,dx=\tfrac13-\tfrac12+\tfrac15=\tfrac1{30},\quad \int_0^1 u\,Hu\,dx=\tfrac12-\tfrac13=\tfrac16,\quad \int_0^1(Hu)^2\,dx=1,$$

so $e=30/6=5$ and $v=30-25=5$. The convention for $H^2$ matters here: the constant $Hu$ does not vanish at the walls, and differentiating it twice more would give a mean of zero instead of 30.

For the lower bounds, let a state have weights $p_n\ge0$ on the levels $E_n$, with $\sum p_n=1$, $\sum p_nE_n=e$ and $\sum p_nE_n^2=m$, so that $v=m-e^2$. The product $(E_n-E_0)(E_n-E_1)$ is zero at $n=0$ and nonnegative for $n\ge1$. Averaging gives

$$0\le m-(E_0+E_1)e+E_0E_1=v-(e-E_0)(E_1-e).$$

If $e<E_1$, division by $E_1-e$ gives Temple's inequality, $e-v/(E_1-e)\le E_0$.

For Weinstein's bound, assume $e\le(E_0+E_1)/2$. If $e\le E_0$ there is nothing to do. Otherwise $E_n-e\ge E_1-e\ge e-E_0\ge0$ for $n\ge1$, so every level lies at least as far from $e$ as $E_0$ does. Averaging the squared distances gives $v\ge(e-E_0)^2$, and therefore $e-\sqrt v\le E_0$.

When $v>0$ and $\sqrt v<E_1-e$, we have $v/(E_1-e)<\sqrt v$, so Temple's expression is the larger. In the box, $\sqrt5<3<2\pi^2-5$, which settles the first inequality of the chain.

For the second, put $s=\pi^2$. Multiplying out $5-s/2<5/(2s-5)$ gives $s^2-12.5s+30>0$. Because $(s-9.85)^2\ge0$, the left side is at least $7.2s-67.0225$, which is positive for $s>9.85$. The bounds $3.14<\pi<3.15$ give $9.85<s<9.95$, and the upper one yields $\pi^2/2<5$.

In an iterative eigensolver for a Hermitian matrix, $e$ and $\sqrt v$ are the Rayleigh quotient and the residual norm of a normalised vector. Alone they give no lower bound on the lowest eigenvalue, since the vector may have no weight there; the two bounds above add information about the second eigenvalue. They then concern the matrix, not the Hamiltonian before discretisation. In the box, $e=5$ lies below the midpoint of the two lowest levels, about 12.3, so Weinstein's bound and the variational principle together place the ground level between 2.764 and 5. Temple's bound, which uses the value of $E_1$, raises the lower end to 4.661.

## The Hamiltonian, the trial state and the bounds in Lean

```lean
import Mathlib

open Real

namespace BoxEnergyBounds

noncomputable section
```

The Hamiltonian acts on functions `ℝ → ℝ` and carries no boundary conditions; these are stated separately. Lean's `deriv` returns zero where a function is not differentiable, so the definition has its physical meaning only for sufficiently smooth functions, such as those used here.

```lean
/-- The Hamiltonian `-(1/2) d²/dx²` of a free particle, in atomic units, for twice differentiable
functions. -/
def hamiltonian (u : ℝ → ℝ) : ℝ → ℝ := fun x => -(1 / 2) * deriv (deriv u) x
```

Energy and variance are the two quotients above, with integrals over the box. Both have their physical meaning only for functions that vanish at the walls.

```lean
/-- The Rayleigh quotient of a real trial function on the unit box, for smooth `u` of nonzero norm.
-/
def energy (u : ℝ → ℝ) : ℝ :=
  (∫ x in (0 : ℝ)..1, u x * hamiltonian u x) / (∫ x in (0 : ℝ)..1, u x ^ 2)

/-- The energy variance, the normalised square norm of `Hu` minus the squared energy, for smooth `u`
of nonzero norm that vanishes at both walls. -/
def energyVariance (u : ℝ → ℝ) : ℝ :=
  (∫ x in (0 : ℝ)..1, hamiltonian u x ^ 2) / (∫ x in (0 : ℝ)..1, u x ^ 2) - energy u ^ 2
```

Next come the parabola, the standing waves and their energies. The index of `mode` and `level` is the usual quantum number, and `mode 0` is the zero function, not a state.

```lean
/-- The parabolic trial function `x(1-x)`. -/
def trial (x : ℝ) : ℝ := x * (1 - x)

/-- The function `sin(nπx)`, a standing wave of the box for `n ≥ 1`. -/
def mode (n : ℕ) (x : ℝ) : ℝ := sin (n * π * x)

/-- The energy `n²π²/2`, a level of the box for `n ≥ 1`. -/
def level (n : ℕ) : ℝ := (n : ℝ) ^ 2 * π ^ 2 / 2
```

The two lower-bound expressions are functions of plain real numbers, so they are not tied to the box. They are lower bounds only under the conditions of the theorems below.

```lean
/-- Weinstein's expression: energy `e` minus the square root of the variance `v`. -/
def weinstein (e v : ℝ) : ℝ := e - √v

/-- Temple's expression for energy `e`, variance `v` and second level `E₁`, for `e ≠ E₁`. -/
def temple (e v E₁ : ℝ) : ℝ := e - v / (E₁ - e)
```

## Standing waves and the parabola

The first theorem says that each standing wave vanishes at both walls and satisfies $Hu=\varepsilon_n u$ at every point. `h1` and `h2` are the first and second derivatives by the chain rule. That these waves exhaust the spectrum is standard theory, which is used here only to call `level 1` and `level 2` the two lowest levels.

```lean
/-- Each standing wave vanishes at both walls and satisfies the Schrödinger equation
with energy `n²π²/2`. -/
theorem mode_schrodinger (n : ℕ) :
    mode n 0 = 0 ∧ mode n 1 = 0 ∧
      ∀ x, hamiltonian (mode n) x = level n * mode n x := by
  refine ⟨by simp [mode], by simp [mode, Real.sin_nat_mul_pi], fun x => ?_⟩
  have h1 : deriv (mode n) = fun y => cos (n * π * y) * (n * π) := by
    funext y
    exact (((hasDerivAt_id' y).const_mul ((n : ℝ) * π)).sin.congr_deriv (by ring)).deriv
  have h2 : HasDerivAt (fun y : ℝ => cos (n * π * y) * (n * π))
      (-sin (n * π * x) * (n * π) * (n * π)) x :=
    (((hasDerivAt_id' x).const_mul ((n : ℝ) * π)).cos.mul_const ((n : ℝ) * π)).congr_deriv
      (by ring)
  rw [hamiltonian, h1, h2.deriv, level, mode]
  ring
```

The same two-step differentiation gives $Hu=1$ for the parabola, together with its wall conditions.

```lean
/-- The parabola vanishes at both walls, and the Hamiltonian maps it to the constant one. -/
theorem hamiltonian_trial :
    trial 0 = 0 ∧ trial 1 = 0 ∧ ∀ x, hamiltonian trial x = 1 := by
  refine ⟨by simp [trial], by simp [trial], fun x => ?_⟩
  have h1 : deriv trial = fun y => 1 - 2 * y := by
    funext y
    exact (((hasDerivAt_id' y).fun_mul ((hasDerivAt_id' y).const_sub 1)).congr_deriv
      (by ring)).deriv
  have h2 : HasDerivAt (fun y : ℝ => 1 - 2 * y) (-2) x :=
    (((hasDerivAt_id' x).const_mul 2).const_sub 1).congr_deriv (by ring)
  rw [hamiltonian, h1, h2.deriv]
  norm_num
```

For the integrals, `hF` and `hG` supply the antiderivatives $x^3/3-x^4/2+x^5/5$ and $x^2/2-x^3/3$, and the fundamental theorem of calculus evaluates them at the walls. The third integrand is the constant 1.

```lean
/-- For the parabola the integrals of `u²`, `u Hu` and `(Hu)²` over the box
are `1/30`, `1/6` and `1`. -/
theorem trial_integrals :
    (∫ x in (0 : ℝ)..1, trial x ^ 2) = 1 / 30 ∧
    (∫ x in (0 : ℝ)..1, trial x * hamiltonian trial x) = 1 / 6 ∧
    (∫ x in (0 : ℝ)..1, hamiltonian trial x ^ 2) = 1 := by
  have hH := hamiltonian_trial.2.2
  -- explicit antiderivatives of the two polynomials
  have hF (x : ℝ) : HasDerivAt (fun y : ℝ => y ^ 3 / 3 - y ^ 4 / 2 + y ^ 5 / 5)
      ((x * (1 - x)) ^ 2) x :=
    ((((hasDerivAt_pow 3 x).div_const 3).fun_sub ((hasDerivAt_pow 4 x).div_const 2)).fun_add
      ((hasDerivAt_pow 5 x).div_const 5)).congr_deriv (by push_cast; ring)
  have hG (x : ℝ) : HasDerivAt (fun y : ℝ => y ^ 2 / 2 - y ^ 3 / 3) (x * (1 - x)) x :=
    (((hasDerivAt_pow 2 x).div_const 2).fun_sub
      ((hasDerivAt_pow 3 x).div_const 3)).congr_deriv (by push_cast; ring)
  refine ⟨?_, ?_, ?_⟩
  · simp only [trial]
    rw [intervalIntegral.integral_eq_sub_of_hasDerivAt (fun x _ => hF x)
      (Continuous.intervalIntegrable (by fun_prop) 0 1)]
    norm_num
  · simp only [hH, mul_one, trial]
    rw [intervalIntegral.integral_eq_sub_of_hasDerivAt (fun x _ => hG x)
      (Continuous.intervalIntegrable (by fun_prop) 0 1)]
    norm_num
  · simp [hH]
```

Substitution into the quotients gives the two fives.

```lean
/-- The parabola has energy five and energy variance five. -/
theorem trial_energy_variance : energy trial = 5 ∧ energyVariance trial = 5 := by
  obtain ⟨h1, h2, h3⟩ := trial_integrals
  have he : energy trial = 5 := by
    rw [energy, h1, h2]
    norm_num
  refine ⟨he, ?_⟩
  rw [energyVariance, he, h1, h3]
  norm_num
```

## Lower bounds for a discrete spectral distribution

In the next theorem `p n` is the probability of finding the energy `E n`. `HasSum` states that a series converges to the given value, so the mean energy and mean squared energy are finite by hypothesis. `Monotone E` permits repeated levels, but a degenerate ground level must be listed once, with `p 0` its total weight: if `E 0 = E 1`, no state has a mean energy below `E 1`. A continuous spectrum is not covered.

The proof follows the averaging argument: `hs` expands the mean of $(H-E_0)(H-E_1)$, `hpos` shows that it is nonnegative term by term, and `hd` divides by $E_1-e$.

```lean
/-- Temple's inequality: for nonnegative weights `p` of total one on increasing levels `E`,
with mean energy `e` below the second level and mean squared energy `m`,
Temple's expression is at most the lowest level. -/
theorem temple_le_ground {p E : ℕ → ℝ} {e m : ℝ} (hp : ∀ n, 0 ≤ p n) (hE : Monotone E)
    (h0 : HasSum p 1) (h1 : HasSum (fun n => p n * E n) e)
    (h2 : HasSum (fun n => p n * E n ^ 2) m) (he : e < E 1) :
    temple e (m - e ^ 2) (E 1) ≤ E 0 := by
  -- the mean of (H - E₀)(H - E₁) is nonnegative
  have hs : HasSum (fun n => p n * ((E n - E 0) * (E n - E 1)))
      (m - (E 0 + E 1) * e + E 0 * E 1 * 1) := by
    have hf : (fun n => p n * ((E n - E 0) * (E n - E 1))) =
        fun n => p n * E n ^ 2 - (E 0 + E 1) * (p n * E n) + E 0 * E 1 * p n := by
      funext n
      ring
    rw [hf]
    exact (h2.sub (h1.mul_left (E 0 + E 1))).add (h0.mul_left (E 0 * E 1))
  have hpos : 0 ≤ m - (E 0 + E 1) * e + E 0 * E 1 * 1 := by
    refine hasSum_le (fun n => ?_) hasSum_zero hs
    rcases Nat.eq_zero_or_pos n with rfl | hn
    · simp
    · have ha : E 1 ≤ E n := hE hn
      have hb : E 0 ≤ E n := hE (Nat.zero_le n)
      exact mul_nonneg (hp n) (mul_nonneg (sub_nonneg.2 hb) (sub_nonneg.2 ha))
  have hd : e - E 0 ≤ (m - e ^ 2) / (E 1 - e) := by
    rw [le_div_iff₀ (sub_pos.2 he)]
    linarith
  unfold temple
  linarith
```

The same argument with neighbouring levels $E_k$ and $E_{k+1}$ gives $e-v/(E_{k+1}-e)\le E_k$ whenever $e<E_{k+1}$, since no level lies strictly between the two; writing out this version is a good exercise.

Weinstein's bound is proved here under the midpoint condition, which ensures that the ground level is a nearest level to $e$. Without this condition the bound can fail: a state wholly on a level $E_1>E_0$ has $v=0$ and $e-\sqrt v=E_1$. The proof separates the case $e\le E_0$, then averages the difference of squared distances in `hs` and `hpos`, and takes a square root at the end.

```lean
/-- Weinstein's lower bound: for nonnegative weights `p` of total one on increasing levels `E`,
with mean energy `e` at or below the midpoint of the two lowest levels and mean squared
energy `m`, Weinstein's expression is at most the lowest level. -/
theorem weinstein_le_ground {p E : ℕ → ℝ} {e m : ℝ} (hp : ∀ n, 0 ≤ p n) (hE : Monotone E)
    (h0 : HasSum p 1) (h1 : HasSum (fun n => p n * E n) e)
    (h2 : HasSum (fun n => p n * E n ^ 2) m) (he : e ≤ (E 0 + E 1) / 2) :
    weinstein e (m - e ^ 2) ≤ E 0 := by
  unfold weinstein
  rcases le_total e (E 0) with hlow | hhigh
  · linarith [Real.sqrt_nonneg (m - e ^ 2)]
  -- every level is at least as far from e as the lowest one
  have hs : HasSum (fun n => p n * ((E n - e) ^ 2 - (e - E 0) ^ 2))
      (m - 2 * e * e + (e ^ 2 - (e - E 0) ^ 2) * 1) := by
    have hf : (fun n => p n * ((E n - e) ^ 2 - (e - E 0) ^ 2)) =
        fun n => p n * E n ^ 2 - 2 * e * (p n * E n) + (e ^ 2 - (e - E 0) ^ 2) * p n := by
      funext n
      ring
    rw [hf]
    exact (h2.sub (h1.mul_left (2 * e))).add (h0.mul_left (e ^ 2 - (e - E 0) ^ 2))
  have hpos : 0 ≤ m - 2 * e * e + (e ^ 2 - (e - E 0) ^ 2) * 1 := by
    refine hasSum_le (fun n => mul_nonneg (hp n) ?_) hasSum_zero hs
    rcases Nat.eq_zero_or_pos n with rfl | hn
    · exact le_of_eq (by ring)
    · have ha : E 1 ≤ E n := hE hn
      nlinarith
  have hsq : (e - E 0) ^ 2 ≤ m - e ^ 2 := by linarith
  linarith [le_trans (le_abs_self _) (Real.abs_le_sqrt hsq)]
```

## Two levels, and the comparison of the bounds

If only two levels are occupied, with weight $c$ on $E_0$ and $1-c$ on $E_1$, then $E_1-e=c(E_1-E_0)$ and $v=c(1-c)(E_1-E_0)^2$. The quotient is $(1-c)(E_1-E_0)$, and subtracting it from $e$ leaves exactly $E_0$. These are the steps `hg` and `hv`. The physical range is $0<c\le1$, although the theorem assumes only $c>0$.

```lean
/-- Temple's expression equals the lower level `E₀` for a distribution with weight `c > 0`
on `E₀` and `1 - c` on a higher level `E₁`. -/
theorem temple_exact_two_level {E₀ E₁ c : ℝ} (hE : E₀ < E₁) (hc : 0 < c) :
    temple (c * E₀ + (1 - c) * E₁)
      (c * E₀ ^ 2 + (1 - c) * E₁ ^ 2 - (c * E₀ + (1 - c) * E₁) ^ 2) E₁ = E₀ := by
  have hg : E₁ - (c * E₀ + (1 - c) * E₁) = c * (E₁ - E₀) := by ring
  have hv : c * E₀ ^ 2 + (1 - c) * E₁ ^ 2 - (c * E₀ + (1 - c) * E₁) ^ 2
      = (1 - c) * (E₁ - E₀) * (c * (E₁ - E₀)) := by ring
  have hne : c * (E₁ - E₀) ≠ 0 := (mul_pos hc (sub_pos.2 hE)).ne'
  rw [temple, hg, hv, mul_div_cancel_right₀ _ hne]
  ring
```

In the limiting case $c=1$ the state is the ground state, the variance vanishes, and Temple's expression reduces to the energy itself. As $c$ tends to zero the energy approaches $E_1$, yet the expression stays at $E_0$, because variance and gap shrink together.

The comparison with Weinstein's expression assumes a positive variance and a gap $E_1-e$ larger than the standard deviation.

```lean
/-- Temple's expression exceeds Weinstein's when the variance is positive and the second level
lies more than one standard deviation above the energy. -/
theorem weinstein_lt_temple {e v E₁ : ℝ} (hv : 0 < v) (hgap : √v < E₁ - e) :
    weinstein e v < temple e v E₁ := by
  have hs : 0 < √v := Real.sqrt_pos.2 hv
  have hd : v / (E₁ - e) < √v := by
    rw [div_lt_iff₀ (hs.trans hgap)]
    nlinarith [Real.sq_sqrt hv.le, mul_pos hs (sub_pos.2 hgap)]
  unfold weinstein temple
  linarith
```

## The ordering for the box

The final theorem has six parts. Three identify the Weinstein expression, the Temple expression and the lowest level with their closed forms; the other three give the chain of strict inequalities.

The first inequality applies `weinstein_lt_temple`. The other two rest on `hlo` and `hhi`, the bounds on $\pi^2$, and the hint `sq_nonneg (π ^ 2 - 9.85)` is the square used in the derivation above. The ordering is therefore verified directly from the numbers: the expansion of the parabola in standing waves, which would supply the weights `p n` for the general bounds, is not needed and is not constructed.

```lean
/-- For the parabola in the unit box, Weinstein's expression `5 - √5`, Temple's expression
`5 - 5/(2π² - 5)`, the level `π²/2` and the trial energy `5` stand in increasing order. -/
theorem box_bounds_order :
    weinstein (energy trial) (energyVariance trial) = 5 - √5 ∧
    temple (energy trial) (energyVariance trial) (level 2) = 5 - 5 / (2 * π ^ 2 - 5) ∧
    level 1 = π ^ 2 / 2 ∧
    5 - √5 < 5 - 5 / (2 * π ^ 2 - 5) ∧
    5 - 5 / (2 * π ^ 2 - 5) < π ^ 2 / 2 ∧
    π ^ 2 / 2 < energy trial := by
  obtain ⟨he, hv⟩ := trial_energy_variance
  have hl : level 2 = 2 * π ^ 2 := by
    unfold level
    push_cast
    ring
  have hlo : 9.85 < π ^ 2 := by nlinarith [Real.pi_gt_d2]
  have hhi : π ^ 2 < 9.95 := by nlinarith [Real.pi_lt_d2, Real.pi_pos]
  rw [he, hv, hl]
  refine ⟨rfl, rfl, by simp [level], ?_, ?_, by linarith⟩
  · have h3 : √(5 : ℝ) < 3 := (Real.sqrt_lt' (by norm_num)).2 (by norm_num)
    exact weinstein_lt_temple (e := 5) (v := 5) (E₁ := 2 * π ^ 2) (by norm_num) (by linarith)
  · have hd : 5 - π ^ 2 / 2 < 5 / (2 * π ^ 2 - 5) := by
      rw [lt_div_iff₀ (by linarith)]
      nlinarith [sq_nonneg (π ^ 2 - 9.85)]
    linarith

end

end BoxEnergyBounds
```

```lean
#print axioms BoxEnergyBounds.temple_le_ground
#print axioms BoxEnergyBounds.weinstein_le_ground
#print axioms BoxEnergyBounds.temple_exact_two_level
#print axioms BoxEnergyBounds.box_bounds_order
```

```
'BoxEnergyBounds.temple_le_ground' depends on axioms: [propext, Classical.choice, Quot.sound]
'BoxEnergyBounds.weinstein_le_ground' depends on axioms: [propext, Classical.choice, Quot.sound]
'BoxEnergyBounds.temple_exact_two_level' depends on axioms: [propext, Classical.choice, Quot.sound]
'BoxEnergyBounds.box_bounds_order' depends on axioms: [propext, Classical.choice, Quot.sound]
```
